# Shifts on opposite sides of one half make every interaction-expansion weight of a repulsive atom non-negative for independent, half-filled reference spins

Before an interaction-expansion Monte Carlo run, one chooses constants to subtract from the densities in the interaction. The choice affects whether the expansion weights can be sampled as probabilities or carry signs. For a single atom with an uncorrelated, half-filled reference state, the signs can be determined at every order, and, when no weight is negative, the mean expansion order measures the average of the shifted interaction.

## The atom and its expansion

Let $n_\uparrow$ and $n_\downarrow$ be independent and uniform on $\{0,1\}$, so that each of the four occupation states has probability $1/4$. Write $E$ for the average over these states. With real shifts $a,b$, the interaction and the order-$k$ weight are

$$V=U(n_\uparrow-a)(n_\downarrow-b),\qquad w_k=\frac{E[(-\beta V)^k]}{k!}.$$

Here $U$ is the interaction strength and $\beta$ the inverse temperature. With no hopping or bath, all operators commute, and the time-ordered integral over $k$ vertices reduces to $\beta^k/k!$.

The reference average stays fixed when $a$ and $b$ change. Different shifts therefore generally describe different interacting atoms, because no one-body term compensates for them.

## Signs from one moment per spin

Define $m_k(a)=E[(n-a)^k]=\tfrac12\left[(1-a)^k+(-a)^k\right]$ for one spin. Independence gives

$$w_k=\frac{(-\beta U)^k}{k!}\,m_k(a)\,m_k(b).$$

Since $m_k(1-b)=(-1)^k m_k(b)$, replacing $b$ by $1-b$ multiplies $w_k$ by $(-1)^k$. In particular, $b=1-a$ gives

$$w_k=\frac{(\beta U)^k}{k!}\,m_k(a)^2,$$

which is non-negative for $\beta,U>0$.

For general shifts and $\beta,U>0$, the criterion is

$$w_k\ge0\ \text{for all }k\iff(a-\tfrac12)(b-\tfrac12)\le0.$$

Order one gives necessity, because $w_1=-\beta U(a-\tfrac12)(b-\tfrac12)$.

For sufficiency, first suppose that $(a-\tfrac12)(b-\tfrac12)\ge0$. Even moments are never negative. For odd $k$, $m_k(c)=\tfrac12[(1-c)^k-c^k]$ is non-negative for $c\le\tfrac12$ and non-positive for $c\ge\tfrac12$, since odd powers are increasing. Hence $m_k(a)m_k(b)\ge0$ at every order, and $(-1)^kw_k\ge0$. Reflecting $b$ turns this into the stated criterion for $w_k\ge0$.

## The unshifted atom

For $a=b=0$, $w_0=1$ and $w_k=(-\beta U)^k/(4\,k!)$ for $k\ge1$. The signs alternate strictly when $\beta,U>0$. Summing the weights and their absolute values gives the average sign

$$\frac{\sum_k w_k}{\sum_k|w_k|}=\frac{3+e^{-\beta U}}{3+e^{\beta U}}.$$

It tends to $1$ as $\beta U\to0$ and falls as $3e^{-\beta U}$ for large $\beta U$.

## Mean order and the shifted interaction

In one occupation state, put $x=-\beta V$. Then

$$\sum_{k\ge0}\frac{x^k}{k!}=e^x,\qquad
\sum_{k\ge0}k\frac{x^k}{k!}=x\sum_{k\ge1}\frac{x^{k-1}}{(k-1)!}=xe^x.$$

Averaging over the four states gives

$$\frac{\sum_k k\,w_k}{\sum_k w_k}=-\beta\,\frac{E[Ve^{-\beta V}]}{E[e^{-\beta V}]}.$$

The denominator is positive because it averages exponentials. The identity holds for all real $\beta,U,a,b$. When the weights have mixed signs, the left side is a ratio of signed sums, not the mean of a probability distribution.

## Reading the Lean statements

A state `s : Fin 2 × Fin 2` holds the two occupations, which `V` converts to real numbers. The function `avg` sums over the states and divides by four, `weight β U a b k` is $w_k$, and `moment a k` is $m_k(a)$.

The sign criteria are `weight_nonneg_iff` and `alternating_iff`, where "alternating" allows zero weights. `unshifted_alternates` has a strict inequality and includes $k=0$. These theorems and `unshifted_average_sign` assume `0 < β` and `0 < U`, the physical conditions of positive temperature and repulsion.

`HasSum` states that a series converges to the given value. The theorems `hasSum_weight` and `hasSum_order_weight` supply this for both series in `mean_order`, which also states that the total weight is positive. The model is one isolated atom; hopping, a bath and the fermionic determinants of a lattice calculation are absent.

```lean
import Mathlib

open Finset

namespace InteractionExpansionAtom

noncomputable section

/-- The interaction `U (n_up - a) (n_dn - b)` in the state with occupations `s = (n_up, n_dn)`. -/
def V (U a b : ℝ) (s : Fin 2 × Fin 2) : ℝ :=
  U * (((s.1 : ℕ) : ℝ) - a) * (((s.2 : ℕ) : ℝ) - b)

/-- The average over the four equally likely occupation states. -/
def avg (f : Fin 2 × Fin 2 → ℝ) : ℝ := (∑ s, f s) / 4

/-- The order-`k` weight of the expansion of `exp (-β V)` in powers of the interaction. -/
def weight (β U a b : ℝ) (k : ℕ) : ℝ :=
  avg (fun s => (-β * V U a b s) ^ k) / (k.factorial : ℝ)

/-- The `k`-th moment of `n - a` for one spin with `n` uniform on `{0, 1}`. -/
def moment (a : ℝ) (k : ℕ) : ℝ := ((1 - a) ^ k + (-a) ^ k) / 2

lemma avg_eq (f : Fin 2 × Fin 2 → ℝ) :
    avg f = (f (0, 0) + f (0, 1) + f (1, 0) + f (1, 1)) / 4 := by
  unfold avg
  rw [Fintype.sum_prod_type]
  simp only [Fin.sum_univ_two]
  ring

lemma avg_const_mul (c : ℝ) (f : Fin 2 × Fin 2 → ℝ) :
    avg (fun s => c * f s) = c * avg f := by
  unfold avg
  rw [← Finset.mul_sum, mul_div_assoc]

/-- The order-`k` weight factorises into one moment for each spin. -/
theorem weight_eq (β U a b : ℝ) (k : ℕ) :
    weight β U a b k =
      (-(β * U)) ^ k / (k.factorial : ℝ) * (moment a k * moment b k) := by
  have h : ∀ x y : ℝ, (-β * (U * x * y)) ^ k = (-(β * U)) ^ k * (x ^ k * y ^ k) := by
    intro x y
    rw [← mul_pow, ← mul_pow]
    congr 1
    ring
  unfold weight
  rw [avg_eq]
  simp only [V, h, moment, Fin.val_zero, Fin.val_one, Nat.cast_zero, Nat.cast_one, zero_sub]
  ring

lemma sign_weight (β U a b : ℝ) (k : ℕ) :
    (-1) ^ k * weight β U a b k =
      (β * U) ^ k / (k.factorial : ℝ) * (moment a k * moment b k) := by
  have h : (-1 : ℝ) ^ k * (-(β * U)) ^ k = (β * U) ^ k := by
    rw [← mul_pow]
    congr 1
    ring
  rw [weight_eq, ← h]
  ring

lemma moment_reflect (a : ℝ) (k : ℕ) : moment (1 - a) k = (-1) ^ k * moment a k := by
  have h1 : (1 - (1 - a)) ^ k = (-1) ^ k * (-a) ^ k := by
    rw [← mul_pow]
    congr 1
    ring
  have h2 : (-(1 - a)) ^ k = (-1) ^ k * (1 - a) ^ k := by
    rw [← mul_pow]
    congr 1
    ring
  unfold moment
  rw [h1, h2]
  ring

/-- Reflecting the shift of one spin, `b → 1 - b`, multiplies the order-`k` weight
by `(-1) ^ k`. -/
theorem weight_reflect (β U a b : ℝ) (k : ℕ) :
    weight β U a (1 - b) k = (-1) ^ k * weight β U a b k := by
  rw [weight_eq, weight_eq, moment_reflect]
  ring

/-- For shifts `a` and `1 - a` the order-`k` weight is `(β U) ^ k / k!` times a square. -/
theorem weight_symmetric (β U a : ℝ) (k : ℕ) :
    weight β U a (1 - a) k = (β * U) ^ k / (k.factorial : ℝ) * moment a k ^ 2 := by
  rw [weight_reflect, sign_weight]
  ring

lemma moment_mul_nonneg {a b : ℝ} (h : 0 ≤ (a - 1 / 2) * (b - 1 / 2)) (k : ℕ) :
    0 ≤ moment a k * moment b k := by
  rcases Nat.even_or_odd k with hk | hk
  · -- even moments are never negative
    have hm : ∀ c : ℝ, 0 ≤ moment c k := by
      intro c
      have h1 := hk.pow_nonneg (1 - c)
      have h2 := hk.pow_nonneg (-c)
      unfold moment
      linarith
    exact mul_nonneg (hm a) (hm b)
  · -- odd moments have the sign of `1/2 - c`
    have hp : ∀ c : ℝ, c - 1 / 2 ≤ 0 → 0 ≤ moment c k := by
      intro c hc
      have h1 : c ^ k ≤ (1 - c) ^ k := hk.strictMono_pow.monotone (by linarith)
      unfold moment
      rw [hk.neg_pow]
      linarith
    have hn : ∀ c : ℝ, 0 ≤ c - 1 / 2 → moment c k ≤ 0 := by
      intro c hc
      have h1 : (1 - c) ^ k ≤ c ^ k := hk.strictMono_pow.monotone (by linarith)
      unfold moment
      rw [hk.neg_pow]
      linarith
    rcases mul_nonneg_iff.mp h with ⟨ha, hb⟩ | ⟨ha, hb⟩
    · exact mul_nonneg_of_nonpos_of_nonpos (hn a ha) (hn b hb)
    · exact mul_nonneg (hp a ha) (hp b hb)

/-- For repulsion, `(-1) ^ k w_k` is nonnegative at every order exactly when the two shifts
do not lie on opposite sides of one half. -/
theorem alternating_iff {β U : ℝ} (hβ : 0 < β) (hU : 0 < U) (a b : ℝ) :
    (∀ k, 0 ≤ (-1) ^ k * weight β U a b k) ↔ 0 ≤ (a - 1 / 2) * (b - 1 / 2) := by
  constructor
  · -- the first order already decides
    intro h
    have h1 := h 1
    have e : (β * U) ^ 1 / ((Nat.factorial 1 : ℕ) : ℝ) * (moment a 1 * moment b 1) =
        β * U * ((a - 1 / 2) * (b - 1 / 2)) := by
      simp only [moment, pow_one, Nat.factorial_one, Nat.cast_one]
      ring
    rw [sign_weight, e] at h1
    exact (mul_nonneg_iff_of_pos_left (mul_pos hβ hU)).mp h1
  · intro h k
    rw [sign_weight]
    exact mul_nonneg (by positivity) (moment_mul_nonneg h k)

/-- For repulsion, the weights of all orders are nonnegative exactly when
`(a - 1/2) (b - 1/2) ≤ 0`. -/
theorem weight_nonneg_iff {β U : ℝ} (hβ : 0 < β) (hU : 0 < U) (a b : ℝ) :
    (∀ k, 0 ≤ weight β U a b k) ↔ (a - 1 / 2) * (b - 1 / 2) ≤ 0 := by
  have p : ∀ k, weight β U a b k = (-1) ^ k * weight β U a (1 - b) k := by
    intro k
    rw [← weight_reflect, sub_sub_cancel]
  have q : (∀ k, 0 ≤ weight β U a b k) ↔ ∀ k, 0 ≤ (-1) ^ k * weight β U a (1 - b) k :=
    forall_congr' fun k => by rw [p k]
  rw [q, alternating_iff hβ hU]
  constructor <;> intro h <;> nlinarith

/-- Without shifts, the weights of a repulsive atom strictly alternate in sign. -/
theorem unshifted_alternates {β U : ℝ} (hβ : 0 < β) (hU : 0 < U) (k : ℕ) :
    0 < (-1) ^ k * weight β U 0 0 k := by
  have hm : 0 < moment 0 k := by
    have h0 : (0 : ℝ) ≤ 0 ^ k := pow_nonneg le_rfl k
    simp only [moment, sub_zero, one_pow, neg_zero]
    linarith
  rw [sign_weight]
  positivity

lemma hasSum_exp (x : ℝ) :
    HasSum (fun k : ℕ => x ^ k / (k.factorial : ℝ)) (Real.exp x) := by
  rw [Real.exp_eq_exp_ℝ]
  exact NormedSpace.expSeries_div_hasSum_exp x

lemma hasSum_order_exp (x : ℝ) :
    HasSum (fun k : ℕ => (k : ℝ) * (x ^ k / (k.factorial : ℝ))) (x * Real.exp x) := by
  have e : (fun k : ℕ => ((k + 1 : ℕ) : ℝ) * (x ^ (k + 1) / ((k + 1).factorial : ℝ))) =
      fun k : ℕ => x * (x ^ k / (k.factorial : ℝ)) := by
    funext k
    have hk : (k.factorial : ℝ) ≠ 0 := Nat.cast_ne_zero.mpr k.factorial_ne_zero
    have hk1 : (k : ℝ) + 1 ≠ 0 := by positivity
    rw [Nat.factorial_succ, pow_succ]
    push_cast
    field_simp
    try ring
  have h := (hasSum_exp x).mul_left x
  rw [← e] at h
  have h2 := (hasSum_nat_add_iff
    (f := fun k : ℕ => (k : ℝ) * (x ^ k / (k.factorial : ℝ))) 1).mp h
  simpa using h2

lemma hasSum_avg {f : ℕ → Fin 2 × Fin 2 → ℝ} {g : Fin 2 × Fin 2 → ℝ}
    (h : ∀ s, HasSum (fun k => f k s) (g s)) : HasSum (fun k => avg (f k)) (avg g) :=
  (hasSum_sum fun s _ => h s).div_const 4

lemma weight_eq_avg (β U a b : ℝ) (k : ℕ) :
    weight β U a b k = avg (fun s => (-β * V U a b s) ^ k / (k.factorial : ℝ)) := by
  unfold weight avg
  rw [← Finset.sum_div]
  exact div_right_comm _ _ _

/-- The weights of all orders sum to the average of `exp (-β V)`. -/
theorem hasSum_weight (β U a b : ℝ) :
    HasSum (weight β U a b) (avg fun s => Real.exp (-β * V U a b s)) := by
  rw [funext (weight_eq_avg β U a b)]
  exact hasSum_avg fun s => hasSum_exp _

/-- The order-weighted series converges to `-β` times the average of `V exp (-β V)`. -/
theorem hasSum_order_weight (β U a b : ℝ) :
    HasSum (fun k : ℕ => (k : ℝ) * weight β U a b k)
      (-β * avg fun s => V U a b s * Real.exp (-β * V U a b s)) := by
  have h := hasSum_avg fun s => hasSum_order_exp (-β * V U a b s)
  simp only [avg_const_mul, ← weight_eq_avg, mul_assoc] at h ⊢
  exact h

/-- The total weight is positive, and the sum of `k w_k` divided by it is `-β` times the
Boltzmann-weighted average of the interaction. -/
theorem mean_order (β U a b : ℝ) :
    0 < ∑' k, weight β U a b k ∧
    (∑' k : ℕ, (k : ℝ) * weight β U a b k) / ∑' k, weight β U a b k =
      -β * (avg fun s => V U a b s * Real.exp (-β * V U a b s)) /
        avg fun s => Real.exp (-β * V U a b s) := by
  rw [(hasSum_weight β U a b).tsum_eq, (hasSum_order_weight β U a b).tsum_eq]
  refine ⟨?_, rfl⟩
  rw [avg_eq]
  positivity

/-- Without shifts, the average sign of the expansion of a repulsive atom is
`(3 + exp (-β U)) / (3 + exp (β U))`. -/
theorem unshifted_average_sign {β U : ℝ} (hβ : 0 < β) (hU : 0 < U) :
    (∑' k, weight β U 0 0 k) / ∑' k, |weight β U 0 0 k| =
      (3 + Real.exp (-(β * U))) / (3 + Real.exp (β * U)) := by
  -- the absolute weights are those of the reflected shift
  have habs : ∀ k, |weight β U 0 0 k| = weight β U 0 1 k := by
    intro k
    have p := weight_reflect β U 0 0 k
    rw [sub_zero] at p
    rw [p, ← abs_of_pos (unshifted_alternates hβ hU k)]
    simp [abs_mul]
  have e1 : (avg fun s => Real.exp (-β * V U 0 0 s)) = (3 + Real.exp (-(β * U))) / 4 := by
    rw [avg_eq]
    simp [V]
    ring
  have e2 : (avg fun s => Real.exp (-β * V U 0 1 s)) = (3 + Real.exp (β * U)) / 4 := by
    rw [avg_eq]
    simp [V]
    ring
  rw [tsum_congr habs, (hasSum_weight β U 0 0).tsum_eq, (hasSum_weight β U 0 1).tsum_eq,
    e1, e2, div_div_div_cancel_right₀ (by norm_num)]

end

end InteractionExpansionAtom
```

```lean
#print axioms InteractionExpansionAtom.alternating_iff
#print axioms InteractionExpansionAtom.weight_nonneg_iff
#print axioms InteractionExpansionAtom.mean_order
#print axioms InteractionExpansionAtom.unshifted_average_sign
```

```
'InteractionExpansionAtom.alternating_iff' depends on axioms: [propext, Classical.choice, Quot.sound]
'InteractionExpansionAtom.weight_nonneg_iff' depends on axioms: [propext, Classical.choice, Quot.sound]
'InteractionExpansionAtom.mean_order' depends on axioms: [propext, Classical.choice, Quot.sound]
'InteractionExpansionAtom.unshifted_average_sign' depends on axioms: [propext, Classical.choice, Quot.sound]
```

## How the proof follows the calculation

**Factorisation and reflection.** `avg_eq` writes out the four states. In `weight_eq`, the local identity `h` separates the power of the product, and `ring` collects the terms into two moments. `sign_weight` absorbs the factor $(-1)^k$, while `moment_reflect` and `weight_reflect` carry out the reflection. Together they give the square in `weight_symmetric`.

**The criterion.** `moment_mul_nonneg` splits into even and odd $k$. The odd case uses `hk.strictMono_pow.monotone` to compare $c^k$ with $(1-c)^k$. `alternating_iff` evaluates its hypothesis at order one for necessity and uses the moment lemma for sufficiency. `weight_nonneg_iff` then applies that result to the shifts $a$ and $1-b$; `nlinarith` handles the resulting change of sign in the product.

**The series.** `hasSum_order_exp` cancels $k+1$ against $(k+1)!$ and uses `hasSum_nat_add_iff` to restore the zeroth term, which vanishes. `hasSum_avg` passes from convergence in each state to convergence of the average. `mean_order` substitutes the two sums, and `positivity` settles the sign of the denominator.

**The average sign.** In `unshifted_average_sign`, the step `habs` identifies $|w_k|$ at shifts $(0,0)$ with $w_k$ at shifts $(0,1)$. Both numerator and denominator therefore follow from `hasSum_weight`, with the four exponentials evaluated in `e1` and `e2`.
